# A finite scalar response with positive strengths vanishes once between neighbouring poles, and its inverse diverges there

The response is modelled as a real function of the squared frequency $x=\omega^2$, with finitely many poles and no broadening:

$$X(x)=\sum_i \frac{f_i}{x-s_i}.$$

For a finite system in its ground state, probed through one Hermitian operator, $s_i$ is a squared excitation energy (with $\hbar=1$). The strength $f_i$ is twice the excitation energy times the squared transition matrix element. It is positive for every transition that the probe excites, and transitions of equal energy are merged into one pole. Because $X$ is a number and not a matrix, inverting it means taking a reciprocal.

Within this finite, one-channel model, a kernel obtained by inversion has a pole in frequency wherever $X$ vanishes and the reference response is regular and nonzero. A frequency-independent (adiabatic) scalar kernel has no such pole. This contrast does not carry over directly to time-dependent density-functional theory, where response and kernel are matrices. One diagonal element of the response can vanish while the matrix stays invertible, so even an adiabatic matrix kernel can lead to a one-channel kernel with poles. A finite pole sum does not describe a continuum of excitations, such as that of the infinite uniform electron gas or that of an atom above its ionization threshold.

## Response, steepness and kernel

```lean
import Mathlib

open Finset Filter Topology

namespace ResponseKernelPoles

noncomputable section

/-- Finite pole sum that models a response at squared frequency `x`, with poles `s i` and strengths
`f i`; its domain is the set of `x` different from every pole. -/
def response {n : ℕ} (f s : Fin n → ℝ) (x : ℝ) : ℝ := ∑ i, f i / (x - s i)
```

`Fin n` is the set of indices $0,\dots,n-1$, so `f` and `s` are lists of $n$ real numbers. Lean sets division by zero to zero, so the theorems require `x ≠ s i` to keep a pole from passing as a zero.

```lean
/-- The sum of `f i / (x - s i) ^ 2`, for `x` different from every pole. -/
def steepness {n : ℕ} (f s : Fin n → ℝ) (x : ℝ) : ℝ := ∑ i, f i / (x - s i) ^ 2
```

This is $S(x)=\sum_i f_i/(x-s_i)^2$, which will turn out to be minus the slope of $X$.

```lean
/-- The kernel obtained by inversion, `1 / X₀ - 1 / X`, from a reference response `X₀` and a
response `X`; its domain is the set of `x` where both are nonzero. -/
def invertedKernel (X₀ X : ℝ → ℝ) (x : ℝ) : ℝ := 1 / X₀ x - 1 / X x
```

With $X_0$ the reference response, for instance the non-interacting one, the kernel is $K=1/X_0-1/X$. For the non-interacting Kohn–Sham reference it sums up the effect of the Hartree and exchange-correlation terms on this one channel, including coupling through other channels. It is therefore in general not a matrix element of the full kernel.

## At most one zero per gap

```lean
/-- Away from the poles, the derivative of the response is minus the steepness. -/
theorem response_hasDerivAt {n : ℕ} (f s : Fin n → ℝ) {x : ℝ} (hx : ∀ i, x ≠ s i) :
    HasDerivAt (response f s) (-steepness f s x) x := by
  have h : ∀ i ∈ (univ : Finset (Fin n)),
      HasDerivAt (fun y => f i / (y - s i)) (-(f i / (x - s i) ^ 2)) x := by
    intro i _
    have h1 := (hasDerivAt_const x (f i)).fun_div ((hasDerivAt_id' x).sub_const (s i))
      (sub_ne_zero.mpr (hx i))
    exact h1.congr_deriv (by ring)
  have h2 := HasDerivAt.fun_sum h
  rw [Finset.sum_neg_distrib] at h2
  exact h2
```

`HasDerivAt g d x` says that $g$ has derivative $d$ at $x$. Each term of $X$ has derivative $-f_i/(x-s_i)^2$, and summing gives $X'(x)=-S(x)$. In the proof, `h` treats one term and `HasDerivAt.fun_sum` adds them.

```lean
/-- Every pole index lies at or below the lower end of a gap, or at or above its upper end. -/
theorem gap_cases {n : ℕ} (k : Fin n) (i : Fin (n + 1)) : i ≤ k.castSucc ∨ k.succ ≤ i := by
  have h1 : (k.castSucc : ℕ) = k := rfl
  have h2 : (k.succ : ℕ) = k + 1 := rfl
  simp only [Fin.le_def]
  omega
```

There are now $n+1$ poles, $s_0,\dots,s_n$, and $n$ gaps, labelled $k=0,\dots,n-1$. `k.castSucc` is the index $k$ in the longer list and `k.succ` is $k+1$. No index lies strictly between them.

```lean
/-- With positive strengths and ordered poles, the response decreases strictly between
consecutive poles. -/
theorem response_strictAntiOn_gap {n : ℕ} {f s : Fin (n + 1) → ℝ} (hf : ∀ i, 0 < f i)
    (hs : StrictMono s) (k : Fin n) :
    StrictAntiOn (response f s) (Set.Ioo (s k.castSucc) (s k.succ)) := by
  intro x hx y hy hxy
  apply Finset.sum_lt_sum_of_nonempty univ_nonempty
  intro i _
  -- both points lie on the same side of every pole
  have h : 0 < (x - s i) * (y - s i) := by
    rcases gap_cases k i with hi | hi
    · have := hs.monotone hi
      exact mul_pos (by linarith [hx.1]) (by linarith [hy.1])
    · have := hs.monotone hi
      exact mul_pos_of_neg_of_neg (by linarith [hx.2]) (by linarith [hy.2])
  have key : f i / (x - s i) - f i / (y - s i)
      = f i * (y - x) / ((x - s i) * (y - s i)) := by
    rw [div_sub_div _ _ (left_ne_zero_of_mul h.ne') (right_ne_zero_of_mul h.ne')]
    congr 1
    ring
  have := div_pos (mul_pos (hf i) (sub_pos.2 hxy)) h
  linarith
```

`StrictMono s` says that the poles are in increasing order, which relabelling achieves for any distinct poles. Take $x<y$ in the gap $(s_k,s_{k+1})$. Then

$$\frac{f_i}{x-s_i}-\frac{f_i}{y-s_i}=\frac{f_i\,(y-x)}{(x-s_i)(y-s_i)}>0,$$

because $x$ and $y$ lie on the same side of every pole. Summing gives $X(x)>X(y)$, so the gap holds at most one zero. The step `h` is the sign of the denominator, and `key` is the identity.

## At least one zero per gap

```lean
/-- With positive strengths and ordered poles, the response vanishes somewhere between any two
consecutive poles. -/
theorem exists_zero_in_gap {n : ℕ} {f s : Fin (n + 1) → ℝ} (hf : ∀ i, 0 < f i)
    (hs : StrictMono s) (k : Fin n) :
    ∃ z, s k.castSucc < z ∧ z < s k.succ ∧ response f s z = 0 := by
  have hlt : k.castSucc < k.succ := Fin.lt_def.mpr (Nat.lt_succ_self (k : ℕ))
  have hab := hs hlt
  -- R collects the terms that are regular on the closed gap
  obtain ⟨R, hR⟩ : ∃ R : ℝ → ℝ, ∀ x, R x =
      ∑ i ∈ (univ.erase k.castSucc).erase k.succ, f i / (x - s i) := ⟨_, fun _ => rfl⟩
  have hRc : ContinuousOn R (Set.Icc (s k.castSucc) (s k.succ)) := by
    rw [funext hR]
    refine continuousOn_finsetSum _ (fun i hi => ?_)
    refine ContinuousOn.div (by fun_prop) (by fun_prop) (fun x hx => ?_)
    have h1 := Finset.ne_of_mem_erase hi
    have h2 := Finset.ne_of_mem_erase (Finset.mem_of_mem_erase hi)
    rcases gap_cases k i with h | h
    · have := hs (lt_of_le_of_ne h h2)
      exact ne_of_gt (by linarith [hx.1])
    · have := hs (lt_of_le_of_ne h h1.symm)
      exact ne_of_lt (by linarith [hx.2])
  -- G is the response with the two end poles multiplied away
  obtain ⟨G, hG⟩ : ∃ G : ℝ → ℝ, ∀ x, G x = f k.castSucc * (s k.succ - x)
      - f k.succ * (x - s k.castSucc) + (x - s k.castSucc) * (s k.succ - x) * R x :=
    ⟨_, fun _ => rfl⟩
  have hGc : ContinuousOn G (Set.Icc (s k.castSucc) (s k.succ)) := by
    rw [funext hG]
    fun_prop
  have h0 : (0 : ℝ) ∈ Set.Ioo (G (s k.succ)) (G (s k.castSucc)) := by
    have h1 := mul_pos (hf k.succ) (sub_pos.2 hab)
    have h2 := mul_pos (hf k.castSucc) (sub_pos.2 hab)
    constructor
    · rw [hG]; nlinarith
    · rw [hG]; nlinarith
  obtain ⟨z, ⟨hz1, hz2⟩, hz⟩ := intermediate_value_Ioo' hab.le hGc h0
  refine ⟨z, hz1, hz2, ?_⟩
  have e1 : f k.castSucc / (z - s k.castSucc) + ∑ i ∈ univ.erase k.castSucc, f i / (z - s i)
      = response f s z :=
    Finset.add_sum_erase univ (fun i => f i / (z - s i)) (mem_univ _)
  have e2 : f k.succ / (z - s k.succ) + R z
      = ∑ i ∈ univ.erase k.castSucc, f i / (z - s i) := by
    rw [hR]
    exact Finset.add_sum_erase _ (fun i => f i / (z - s i))
      (Finset.mem_erase.mpr ⟨hlt.ne', mem_univ _⟩)
  have c1 := div_mul_cancel₀ (f k.castSucc) (sub_ne_zero.2 hz1.ne')
  have c2 := div_mul_cancel₀ (f k.succ) (sub_ne_zero.2 hz2.ne)
  rw [hG] at hz
  have hprod : (z - s k.castSucc) * (s k.succ - z) * response f s z = 0 := by
    rw [← e1, ← e2]
    linear_combination hz + (s k.succ - z) * c1 - (z - s k.castSucc) * c2
  exact (mul_eq_zero.mp hprod).resolve_left (mul_pos (sub_pos.2 hz1) (sub_pos.2 hz2)).ne'
```

Write $a=s_k$, $b=s_{k+1}$, and let $R$ be the sum of all other terms, which is continuous on $[a,b]$. Multiplying $X$ by $(x-a)(b-x)$ removes the two end poles:

$$G(x)=f_k(b-x)-f_{k+1}(x-a)+(x-a)(b-x)R(x).$$

At the ends, $G(a)=f_k(b-a)>0$ and $G(b)=-f_{k+1}(b-a)<0$. The intermediate value theorem, `intermediate_value_Ioo'`, gives $z$ strictly inside with $G(z)=0$. Since $(z-a)(b-z)>0$, it follows that $X(z)=0$. The steps `e1` and `e2` split the two end terms off the sum, and `linear_combination` checks the algebra linking $G$ to $X$.

## From a zero to a residue

```lean
/-- If `(x - z) * g x` tends to a nonzero `c` as `x` tends to `z`, then `|g x|` grows without bound
there. -/
theorem diverges_of_residue {g : ℝ → ℝ} {z c : ℝ} (hc : c ≠ 0)
    (h : Tendsto (fun x => (x - z) * g x) (𝓝[≠] z) (𝓝 c)) :
    Tendsto (fun x => |g x|) (𝓝[≠] z) atTop := by
  have hd : Tendsto (fun x => |x - z|) (𝓝[≠] z) (𝓝[>] 0) := by
    refine tendsto_nhdsWithin_iff.mpr ⟨?_, ?_⟩
    · have hcont : Continuous fun x : ℝ => |x - z| := by fun_prop
      have h1 := hcont.tendsto z
      simp only [sub_self, abs_zero] at h1
      exact h1.mono_left nhdsWithin_le_nhds
    · filter_upwards [self_mem_nhdsWithin] with x hx
      exact abs_pos.2 (sub_ne_zero.2 hx)
  have hi : Tendsto (fun x => |x - z|⁻¹) (𝓝[≠] z) atTop := tendsto_inv_nhdsGT_zero.comp hd
  refine (Tendsto.pos_mul_atTop (abs_pos.2 hc) h.abs hi).congr' ?_
  filter_upwards [self_mem_nhdsWithin] with x hx
  have hne : |x - z| ≠ 0 := abs_ne_zero.2 (sub_ne_zero.2 hx)
  rw [abs_mul, mul_comm |x - z|, mul_assoc, mul_inv_cancel₀ hne, mul_one]
```

`𝓝[≠] z` means that $x$ approaches $z$ without reaching it, and `atTop` means growth without bound. If $(x-z)g(x)\to c\neq0$, then

$$|g(x)|=|(x-z)g(x)|\cdot\frac{1}{|x-z|}\to\infty.$$

```lean
/-- With at least one pole and positive strengths, the steepness is positive away from the poles. -/
theorem steepness_pos {n : ℕ} {f s : Fin (n + 1) → ℝ} (hf : ∀ i, 0 < f i) {z : ℝ}
    (hz : ∀ i, z ≠ s i) : 0 < steepness f s z :=
  Finset.sum_pos (fun i _ => div_pos (hf i) (pow_pos_of_ne (hz i))) univ_nonempty
where
  pow_pos_of_ne {a b : ℝ} (h : a ≠ b) : 0 < (a - b) ^ 2 := by
    have := sub_ne_zero.2 h
    positivity
```

Every term of $S$ is positive and there is at least one term, so $S(z)>0$.

```lean
/-- At a zero of the response away from its poles, with positive strengths, the inverse response
has a simple pole whose residue is minus the inverse steepness. -/
theorem inverse_response_residue {n : ℕ} {f s : Fin (n + 1) → ℝ} (hf : ∀ i, 0 < f i) {z : ℝ}
    (hz : ∀ i, z ≠ s i) (h0 : response f s z = 0) :
    Tendsto (fun x => (x - z) * (1 / response f s x)) (𝓝[≠] z)
      (𝓝 (-1 / steepness f s z)) := by
  -- invert the difference quotient of the response
  have h := (hasDerivAt_iff_tendsto_slope.mp (response_hasDerivAt f s hz)).inv₀
    (neg_ne_zero.2 (steepness_pos hf hz).ne')
  have e : -1 / steepness f s z = (-steepness f s z)⁻¹ := by
    rw [neg_div, one_div, inv_neg]
  rw [e]
  refine h.congr (fun x => ?_)
  show (slope (response f s) z x)⁻¹ = (x - z) * (1 / response f s x)
  rw [slope_def_field, h0, sub_zero, inv_div]
  ring
```

At a zero $z$ of $X$, the difference quotient is

$$\frac{X(x)-X(z)}{x-z}=\frac{X(x)}{x-z}\to -S(z).$$

Its reciprocal gives $(x-z)/X(x)\to-1/S(z)$, the residue of $1/X$.

The Mathlib device here is `hasDerivAt_iff_tendsto_slope`. It restates a derivative as a limit of `slope`, the difference quotient, along `𝓝[≠] z`. Limits have their own algebra: `inv₀` inverts this one, asking only that the limit be nonzero, which `steepness_pos` supplies. The derivative thus becomes a residue without any series expansion or complex analysis.

## Exactly $n$ zeros

```lean
/-- A response with `n + 1` ordered poles and positive strengths has exactly `n` zeros away from
the poles, one between each consecutive pair, and the inverse response diverges at each. -/
theorem response_zeros_interlace {n : ℕ} {f s : Fin (n + 1) → ℝ} (hf : ∀ i, 0 < f i)
    (hs : StrictMono s) :
    ∃ z : Fin n → ℝ, StrictMono z ∧ (∀ k, s k.castSucc < z k ∧ z k < s k.succ) ∧
      (∀ x, (∀ i, x ≠ s i) → (response f s x = 0 ↔ ∃ k, x = z k)) ∧
      ∀ k, Tendsto (fun x => |1 / response f s x|) (𝓝[≠] (z k)) atTop := by
  choose z h1 h2 h3 using exists_zero_in_gap hf hs
  refine ⟨z, ?_, fun k => ⟨h1 k, h2 k⟩, ?_, ?_⟩
  · intro j k hjk
    have hle : j.succ ≤ k.castSucc := Fin.le_def.mpr (Nat.succ_le_of_lt (Fin.lt_def.mp hjk))
    exact (h2 j).trans_le ((hs.monotone hle).trans (h1 k).le) |>.trans_le le_rfl
  · intro x hx
    refine ⟨fun hX => ?_, fun ⟨k, hk⟩ => hk ▸ h3 k⟩
    by_contra hno
    -- below all poles the response is negative
    have hbot : s 0 < x := by
      by_contra hcon
      have hlow : x < s 0 := lt_of_le_of_ne (not_lt.mp hcon) (hx 0)
      have hneg : 0 < ∑ i, -(f i / (x - s i)) :=
        Finset.sum_pos (fun i _ => neg_pos.2 (div_neg_of_pos_of_neg (hf i)
          (sub_neg.2 (hlow.trans_le (hs.monotone (Fin.zero_le i)))))) univ_nonempty
      rw [Finset.sum_neg_distrib] at hneg
      unfold response at hX
      linarith
    -- a zero that is in no gap would lie above all poles, where the response is positive
    have hall : ∀ i, s i < x := by
      intro i
      refine Fin.induction (motive := fun i => s i < x) hbot (fun k hk => ?_) i
      by_contra hcon
      have hup : x < s k.succ := lt_of_le_of_ne (not_lt.mp hcon) (hx _)
      exact hno ⟨k, (response_strictAntiOn_gap hf hs k).injOn ⟨hk, hup⟩ ⟨h1 k, h2 k⟩
        (hX.trans (h3 k).symm)⟩
    have hpos : 0 < response f s x :=
      Finset.sum_pos (fun i _ => div_pos (hf i) (sub_pos.2 (hall i))) univ_nonempty
    exact hpos.ne' hX
  · intro k
    have hz : ∀ i, z k ≠ s i := by
      intro i
      rcases gap_cases k i with hi | hi
      · exact ((hs.monotone hi).trans_lt (h1 k)).ne'
      · exact ((h2 k).trans_le (hs.monotone hi)).ne
    exact diverges_of_residue (div_ne_zero (by norm_num) (steepness_pos hf hz).ne')
      (inverse_response_residue hf hz (h3 k))
```

The theorem provides zeros $z_0<\dots<z_{n-1}$ with $s_k<z_k<s_{k+1}$, says that $X$ has no others off the poles, and states that $|1/X|$ diverges at each. With $N=n+1$ poles this makes $N-1$ zeros; a single pole gives none.

`choose` collects one zero per gap. They are ordered because $z_j<s_{j+1}\le s_k<z_k$ for $j<k$. Now let $x$ be any zero off the poles. Below $s_0$ every term is negative, so $x>s_0$. If $x$ lies in a gap, strict decrease makes it that gap's $z_k$. Otherwise `Fin.induction` moves $x$ past one pole after another until it lies above them all, where every term is positive and $X(x)>0$, a contradiction. The divergence follows from the residue.

## The pole of the kernel

```lean
/-- Let a response with positive strengths vanish at `z`, away from its poles, where a reference
response is regular and nonzero. Then the inverted kernel has a simple pole at `z`, with residue
the inverse steepness. -/
theorem invertedKernel_residue {n m : ℕ} {f s : Fin (n + 1) → ℝ} {g t : Fin m → ℝ}
    (hf : ∀ i, 0 < f i) {z : ℝ} (hz : ∀ i, z ≠ s i) (h0 : response f s z = 0)
    (ht : ∀ j, z ≠ t j) (hg : response g t z ≠ 0) :
    Tendsto (fun x => (x - z) * invertedKernel (response g t) (response f s) x) (𝓝[≠] z)
      (𝓝 (1 / steepness f s z)) := by
  have hc := (response_hasDerivAt g t ht).continuousAt
  have c : ContinuousAt (fun x => (x - z) * (1 / response g t x)) z :=
    (by fun_prop : ContinuousAt (fun x : ℝ => x - z) z).mul (continuousAt_const.div hc hg)
  -- the reference part is regular and drops out
  have h1 : Tendsto _ (𝓝[≠] z) _ := c.tendsto.mono_left nhdsWithin_le_nhds
  simp only [sub_self, zero_mul] at h1
  have h2 := h1.sub (inverse_response_residue hf hz h0)
  have e : 1 / steepness f s z = 0 - (-1 / steepness f s z) := by ring
  rw [e]
  refine h2.congr (fun x => ?_)
  simp only [invertedKernel]
  ring
```

The reference response has its own poles `t` and strengths `g`, of any sign. As it is continuous and nonzero at $z$,

$$(x-z)K(x)=\frac{x-z}{X_0(x)}-\frac{x-z}{X(x)}\to 0+\frac1{S(z)}.$$

This nonzero limit is what "simple pole" means here. If $X_0$ vanished at $z$ too, the poles could cancel: for $X_0=X$ the kernel is zero.

```lean
/-- If a response vanishes at `z`, away from its poles, where the reference response is regular
and nonzero, then no frequency-independent kernel `c` satisfies the Dyson equation
`X = X₀ + X₀ c X` at all nearby frequencies. -/
theorem no_adiabatic_kernel {n m : ℕ} {f s : Fin n → ℝ} {g t : Fin m → ℝ} {z : ℝ}
    (hz : ∀ i, z ≠ s i) (h0 : response f s z = 0) (ht : ∀ j, z ≠ t j)
    (hg : response g t z ≠ 0) (c : ℝ) :
    ¬ ∀ᶠ x in 𝓝[≠] z,
      response f s x = response g t x + response g t x * c * response f s x := by
  intro hD
  have hX : Tendsto (response f s) (𝓝[≠] z) (𝓝 (response f s z)) :=
    (response_hasDerivAt f s hz).continuousAt.tendsto.mono_left nhdsWithin_le_nhds
  have hX₀ : Tendsto (response g t) (𝓝[≠] z) (𝓝 (response g t z)) :=
    (response_hasDerivAt g t ht).continuousAt.tendsto.mono_left nhdsWithin_le_nhds
  -- the limit of the Dyson equation forces the reference response to vanish
  have hlim := tendsto_nhds_unique (hX.congr' hD) (hX₀.add ((hX₀.mul_const c).mul hX))
  rw [h0, mul_zero, add_zero] at hlim
  exact hg hlim.symm
```

`∀ᶠ x in 𝓝[≠] z` reads "for all $x\neq z$ close enough to $z$". Suppose $X=X_0+X_0cX$ held there with a constant $c$. Letting $x\to z$ gives $0=X_0(z)+X_0(z)\,c\cdot0=X_0(z)$, contrary to hypothesis. `tendsto_nhds_unique` equates the two limits. The theorem thus says that each constant scalar kernel violates the one-channel Dyson equation at frequencies arbitrarily close to $z$. In fact it does so at every frequency close enough to $z$, because $X-X_0-X_0cX$ is continuous there and equals $-X_0(z)\neq0$ at $z$.

```lean
/-- For two transitions with positive strengths, a point away from the poles is a zero of the
response exactly when it is the mean of the poles, each weighted by the strength of the other. -/
theorem two_transition_zero {f₁ f₂ a b x : ℝ} (h₁ : 0 < f₁) (h₂ : 0 < f₂) (ha : x ≠ a)
    (hb : x ≠ b) :
    response ![f₁, f₂] ![a, b] x = 0 ↔ x = (f₁ * b + f₂ * a) / (f₁ + f₂) := by
  have hxa := sub_ne_zero.2 ha
  have hxb := sub_ne_zero.2 hb
  have e : response ![f₁, f₂] ![a, b] x = f₁ / (x - a) + f₂ / (x - b) := by
    simp [response, Fin.sum_univ_two]
  rw [e, div_add_div _ _ hxa hxb, eq_div_iff (add_pos h₁ h₂).ne']
  constructor
  · intro h
    have h' := (div_eq_zero_iff.mp h).resolve_right (mul_ne_zero hxa hxb)
    linear_combination h'
  · intro h
    exact div_eq_zero_iff.mpr (Or.inl (by linear_combination h))

end

end ResponseKernelPoles
```

`![a, b]` is a list of two entries. Clearing denominators in $f_1/(x-a)+f_2/(x-b)=0$ gives $f_1(x-b)+f_2(x-a)=0$, hence

$$x=\frac{f_1b+f_2a}{f_1+f_2}.$$

On the axis of squared frequency, the zero lies nearer the weaker transition, and midway for equal strengths. If $a=b$, the formula returns the pole itself, so there is no zero away from it.

```lean
#print axioms ResponseKernelPoles.inverse_response_residue
#print axioms ResponseKernelPoles.response_zeros_interlace
#print axioms ResponseKernelPoles.no_adiabatic_kernel
#print axioms ResponseKernelPoles.two_transition_zero
```

```
'ResponseKernelPoles.inverse_response_residue' depends on axioms: [propext, Classical.choice, Quot.sound]
'ResponseKernelPoles.response_zeros_interlace' depends on axioms: [propext, Classical.choice, Quot.sound]
'ResponseKernelPoles.no_adiabatic_kernel' depends on axioms: [propext, Classical.choice, Quot.sound]
'ResponseKernelPoles.two_transition_zero' depends on axioms: [propext, Classical.choice, Quot.sound]
```
